# No three-dimensional lattice has a fivefold rotation axis: the crystallographic restriction

## Which rotations can a lattice have?

Let R be the rotation by an angle t about the z axis, and let P be a real 3 × 3 matrix with nonzero determinant. The columns of P are the primitive vectors of a lattice, whose points are P n with n a vector of three integers. I take R to respect the lattice if it sends every lattice point to a lattice point.

I learned that this is possible only if cos t is −1, −1/2, 0, 1/2 or 1, so that twofold, threefold, fourfold and sixfold axes occur but fivefold ones do not. I would like to see this made rigorous, including the converse that each allowed angle does occur for some lattice, and checked by machine. Can it be done in Lean?

## An integer trace leaves five values of cos t

Yes. The conventions are yours: vectors are columns, R acts from the left, and the rotation is counterclockwise for positive t:

R = [cos t, −sin t, 0; sin t, cos t, 0; 0, 0, 1]

Indices run over 0, 1, 2, as in Lean. The primitive vectors are a₀, a₁, a₂, and x̂ and ẑ are the Cartesian unit vectors along x and z. Since P is arbitrary, the lattice may have any shape and any orientation relative to the axis.

**From the lattice to an integer matrix.** Suppose R respects the lattice. Each R aⱼ is then a lattice point, so there are integers Mᵢⱼ with

R aⱼ = Σᵢ Mᵢⱼ aᵢ, that is, R P = P M and M = P⁻¹ R P.

Conversely, if M = P⁻¹ R P has integer entries, then R (P n) = P (M n), and M n is again an integer vector.

**From the trace to the angle.** The trace is cyclic, so

tr M = tr(P⁻¹ R P) = tr R = 1 + 2 cos t.

The left side is an integer, hence k = 2 cos t = tr M − 1 is an integer too. Because −1 ≤ cos t ≤ 1, k can only be −2, −1, 0, 1 or 2, which gives the five values of cos t.

**A lattice for every allowed angle.** Let k = 2 cos t be an integer. If sin t ≠ 0, take

a₀ = x̂, a₁ = R x̂ = (cos t, sin t, 0), a₂ = ẑ.

The determinant of P is sin t, which is nonzero. By the double angle formulas,

R a₁ = (cos 2t, sin 2t, 0) = 2 cos t (cos t, sin t, 0) − (1, 0, 0) = k a₁ − a₀.

Together with R a₀ = a₁ and R a₂ = a₂ this gives

R (n₀ a₀ + n₁ a₁ + n₂ a₂) = −n₁ a₀ + (n₀ + k n₁) a₁ + n₂ a₂,

and the new coefficients are integers. If sin t = 0, then cos t = e with e = 1 or e = −1, and the simple cubic lattice works, since R sends (n₀, n₁, n₂) to (e n₀, e n₁, n₂).

**Twelve repetitions.** Rⁿ is the rotation by n t. Use cos 2t = 2 cos² t − 1, the same formula for cos 4t, and cos 12t = 4 cos³ 4t − 3 cos 4t:

- cos t = ±1 gives cos 2t = 1, cos 4t = 1, cos 12t = 1.
- cos t = ±1/2 gives cos 2t = −1/2, cos 4t = −1/2, cos 12t = −1/2 + 3/2 = 1.
- cos t = 0 gives cos 2t = −1, cos 4t = 1, cos 12t = 1.

Then sin 12t = 0 as well, so R¹² = 1.

**Axes of order n.** Put t = 2π/n. For n = 1, 2, 3, 4, 6 the cosine is 1, −1, −1/2, 0, 1/2, and all of these are allowed. The cosine decreases strictly on [0, π]. For n = 5 the angle lies between π/3 and π/2, so 0 < cos t < 1/2. For n ≥ 7 it lies between 0 and π/3, so 1/2 < cos t < 1. Neither interval contains an allowed value.

Here is the Lean file.

```lean
import Mathlib

open Matrix
open scoped Real

namespace CrystallographicRestriction

noncomputable section

/-- The rotation by the angle `t` about the z axis. -/
def rotZ (t : ℝ) : Matrix (Fin 3) (Fin 3) ℝ :=
  !![Real.cos t, -Real.sin t, 0; Real.sin t, Real.cos t, 0; 0, 0, 1]

/-- The lattice point with integer coordinates `n` with respect to the primitive vectors,
which are the columns of `P`. -/
def latticePoint (P : Matrix (Fin 3) (Fin 3) ℝ) (n : Fin 3 → ℤ) : Fin 3 → ℝ :=
  P *ᵥ (fun i => (n i : ℝ))

/-- The operation `R` sends every point of the lattice spanned by the columns of `P`
to a point of the same lattice. -/
def MapsLattice (P R : Matrix (Fin 3) (Fin 3) ℝ) : Prop :=
  ∀ n : Fin 3 → ℤ, ∃ m : Fin 3 → ℤ, R *ᵥ latticePoint P n = latticePoint P m

/-- An operation maps a lattice into itself exactly when its matrix in the basis of
primitive vectors has integer entries. -/
theorem mapsLattice_iff_integer_matrix (P R : Matrix (Fin 3) (Fin 3) ℝ) (hP : P.det ≠ 0) :
    MapsLattice P R ↔
      ∃ M : Matrix (Fin 3) (Fin 3) ℤ, P⁻¹ * R * P = M.map (fun z => (z : ℝ)) := by
  have hu : IsUnit P.det := isUnit_iff_ne_zero.mpr hP
  constructor
  · intro h
    -- the images of the primitive vectors give the columns of the integer matrix
    choose m hm using fun j : Fin 3 => h (Pi.single j 1)
    have e : ∀ j : Fin 3, (fun i => ((Pi.single j 1 : Fin 3 → ℤ) i : ℝ))
        = (Pi.single j 1 : Fin 3 → ℝ) := by
      intro j
      ext i
      by_cases hij : i = j
      · subst hij
        simp
      · simp [hij]
    refine ⟨Matrix.of fun i j => m j i, ?_⟩
    have key : R * P = P * (Matrix.of fun i j => m j i).map (fun z : ℤ => (z : ℝ)) := by
      ext i j
      have h1 := congrFun (hm j) i
      simp only [latticePoint, e, Matrix.mulVec_mulVec] at h1
      rw [Matrix.mulVec_single_one] at h1
      exact h1
    rw [mul_assoc, key, ← mul_assoc, Matrix.nonsing_inv_mul P hu, one_mul]
  · rintro ⟨M, hM⟩ n
    have key : R * P = P * M.map (fun z => (z : ℝ)) := by
      rw [← hM, ← mul_assoc, ← mul_assoc, Matrix.mul_nonsing_inv P hu, one_mul]
    refine ⟨M *ᵥ n, ?_⟩
    have hc : (fun i => ((M *ᵥ n) i : ℝ))
        = M.map (fun z => (z : ℝ)) *ᵥ (fun i => (n i : ℝ)) := by
      ext i
      simp [Matrix.mulVec, dotProduct]
    unfold latticePoint
    rw [hc, Matrix.mulVec_mulVec, Matrix.mulVec_mulVec, key]

/-- If a rotation by `t` maps a lattice into itself, then `2 cos t` is an integer. -/
theorem two_cos_integer (t : ℝ) (P : Matrix (Fin 3) (Fin 3) ℝ) (hP : P.det ≠ 0)
    (h : MapsLattice P (rotZ t)) : ∃ k : ℤ, 2 * Real.cos t = k := by
  obtain ⟨M, hM⟩ := (mapsLattice_iff_integer_matrix P _ hP).1 h
  have hu : IsUnit P.det := isUnit_iff_ne_zero.mpr hP
  -- the trace is the same in every basis
  have h1 : (P⁻¹ * rotZ t * P).trace = (rotZ t).trace := by
    rw [Matrix.trace_mul_comm, ← mul_assoc, Matrix.mul_nonsing_inv P hu, one_mul]
  have h2 : (rotZ t).trace = Real.cos t + Real.cos t + 1 := by
    simp [rotZ, Matrix.trace_fin_three]
  have h3 : (M.map (fun z => (z : ℝ))).trace = (M.trace : ℝ) := by
    simp [Matrix.trace_fin_three]
  rw [hM, h3, h2] at h1
  refine ⟨M.trace - 1, ?_⟩
  push_cast
  linarith

/-- Crystallographic restriction: a rotation by `t` maps some three-dimensional lattice into
itself if and only if `cos t` is one of `-1, -1/2, 0, 1/2, 1`. -/
theorem crystallographic_restriction (t : ℝ) :
    (∃ P : Matrix (Fin 3) (Fin 3) ℝ, P.det ≠ 0 ∧ MapsLattice P (rotZ t)) ↔
      Real.cos t ∈ ({-1, -1/2, 0, 1/2, 1} : Set ℝ) := by
  simp only [Set.mem_insert_iff, Set.mem_singleton_iff]
  constructor
  · rintro ⟨P, hP, h⟩
    obtain ⟨k, hk⟩ := two_cos_integer t P hP h
    have h1 : (-2 : ℤ) ≤ k := by
      exact_mod_cast (by linarith [Real.neg_one_le_cos t] : (-2 : ℝ) ≤ k)
    have h2 : k ≤ (2 : ℤ) := by
      exact_mod_cast (by linarith [Real.cos_le_one t] : (k : ℝ) ≤ 2)
    have h3 : k = -2 ∨ k = -1 ∨ k = 0 ∨ k = 1 ∨ k = 2 := by omega
    rcases h3 with rfl | rfl | rfl | rfl | rfl <;> push_cast at hk
    · left; linarith
    · right; left; linarith
    · right; right; left; linarith
    · right; right; right; left; linarith
    · right; right; right; right; linarith
  · intro h
    have hsc := Real.sin_sq_add_cos_sq t
    by_cases hs : Real.sin t = 0
    · -- rotation by a multiple of a half turn: the cubic lattice works
      have he : ∃ e : ℤ, Real.cos t = e := by
        have h1 : (Real.cos t - 1) * (Real.cos t + 1) = 0 := by
          rw [hs] at hsc
          linear_combination hsc
        rcases mul_eq_zero.1 h1 with h2 | h2
        · exact ⟨1, by push_cast; linarith⟩
        · exact ⟨-1, by push_cast; linarith⟩
      obtain ⟨e, he⟩ := he
      refine ⟨1, by simp, fun n => ⟨![e * n 0, e * n 1, n 2], ?_⟩⟩
      simp only [latticePoint, Matrix.one_mulVec]
      ext i
      fin_cases i <;> simp [rotZ, Matrix.mulVec, dotProduct, Fin.sum_univ_three, hs, he]
    · -- otherwise take the lattice spanned by e₁, its rotated image, and e₃
      have hk : ∃ k : ℤ, 2 * Real.cos t = k := by
        rcases h with h | h | h | h | h
        · exact ⟨-2, by rw [h]; norm_num⟩
        · exact ⟨-1, by rw [h]; norm_num⟩
        · exact ⟨0, by rw [h]; norm_num⟩
        · exact ⟨1, by rw [h]; norm_num⟩
        · exact ⟨2, by rw [h]; norm_num⟩
      obtain ⟨k, hk⟩ := hk
      refine ⟨!![1, Real.cos t, 0; 0, Real.sin t, 0; 0, 0, 1], ?_,
        fun n => ⟨![-n 1, n 0 + k * n 1, n 2], ?_⟩⟩
      · simpa [Matrix.det_fin_three] using hs
      · ext i
        fin_cases i <;>
          simp [latticePoint, rotZ, Matrix.mulVec, dotProduct, Fin.sum_univ_three]
        · linear_combination (Real.cos t * n 1) * hk - (n 1 : ℝ) * hsc
        · linear_combination (Real.sin t * n 1) * hk

/-- Repeating a rotation by `t` about the z axis `n` times gives the rotation by `n t`. -/
theorem rotZ_pow (t : ℝ) (n : ℕ) : rotZ t ^ n = rotZ (n * t) := by
  induction n with
  | zero =>
    ext i j
    fin_cases i <;> fin_cases j <;> simp [rotZ]
  | succ n ih =>
    have h : ((n + 1 : ℕ) : ℝ) * t = n * t + t := by push_cast; ring
    rw [pow_succ, ih, h]
    ext i j
    fin_cases i <;> fin_cases j <;>
      simp [rotZ, Matrix.mul_apply, Fin.sum_univ_three, Real.cos_add, Real.sin_add] <;> ring

/-- A rotation about z that maps a lattice into itself gives the identity when it is
applied twelve times. -/
theorem rotZ_pow_twelve (t : ℝ) (P : Matrix (Fin 3) (Fin 3) ℝ) (hP : P.det ≠ 0)
    (h : MapsLattice P (rotZ t)) : rotZ t ^ 12 = 1 := by
  have hmem := (crystallographic_restriction t).1 ⟨P, hP, h⟩
  simp only [Set.mem_insert_iff, Set.mem_singleton_iff] at hmem
  -- double and triple angle formulas give cos 12t = 1
  have hc : Real.cos (12 * t) = 1 := by
    have h12 : 12 * t = 3 * (2 * (2 * t)) := by ring
    rw [h12, Real.cos_three_mul, Real.cos_two_mul, Real.cos_two_mul]
    rcases hmem with h | h | h | h | h <;> rw [h] <;> norm_num
  have hs : Real.sin (12 * t) = 0 := by
    have h1 := Real.sin_sq_add_cos_sq (12 * t)
    rw [hc] at h1
    exact pow_eq_zero_iff (two_ne_zero) |>.1 (by linarith)
  have hcast : ((12 : ℕ) : ℝ) * t = 12 * t := by norm_num
  rw [rotZ_pow, hcast]
  ext i j
  fin_cases i <;> fin_cases j <;> simp [rotZ, hc, hs]

/-- For `n ≥ 1`, the rotation by `2π/n` maps some three-dimensional lattice into itself
if and only if `n` is 1, 2, 3, 4 or 6. -/
theorem nfold_axis_iff (n : ℕ) (hn : 0 < n) :
    (∃ P : Matrix (Fin 3) (Fin 3) ℝ, P.det ≠ 0 ∧ MapsLattice P (rotZ (2 * π / n))) ↔
      n = 1 ∨ n = 2 ∨ n = 3 ∨ n = 4 ∨ n = 6 := by
  rw [crystallographic_restriction]
  simp only [Set.mem_insert_iff, Set.mem_singleton_iff]
  have hpi := Real.pi_pos
  constructor
  · intro h
    by_contra hcon
    have hcases : n = 5 ∨ 7 ≤ n := by omega
    rcases hcases with rfl | h7
    · -- cos(2π/5) lies strictly between 0 and 1/2
      push_cast at h
      have h1 : Real.cos (2 * π / 5) < Real.cos (π / 3) :=
        Real.cos_lt_cos_of_nonneg_of_le_pi (by linarith) (by linarith) (by linarith)
      have h2 : Real.cos (π / 2) < Real.cos (2 * π / 5) :=
        Real.cos_lt_cos_of_nonneg_of_le_pi (by linarith) (by linarith) (by linarith)
      rw [Real.cos_pi_div_three] at h1
      rw [Real.cos_pi_div_two] at h2
      rcases h with h | h | h | h | h <;> linarith
    · -- cos(2π/n) lies strictly between 1/2 and 1
      have hn' : (0 : ℝ) < n := by exact_mod_cast hn
      have h7' : (7 : ℝ) ≤ n := by exact_mod_cast h7
      have hx : 0 < 2 * π / n := by positivity
      have hy : 2 * π / n < π / 3 := by
        rw [div_lt_iff₀ hn']
        nlinarith [mul_le_mul_of_nonneg_left h7' hpi.le]
      have h1 : Real.cos (π / 3) < Real.cos (2 * π / n) :=
        Real.cos_lt_cos_of_nonneg_of_le_pi hx.le (by linarith) hy
      have h2 : Real.cos (2 * π / n) < Real.cos 0 :=
        Real.cos_lt_cos_of_nonneg_of_le_pi le_rfl (by linarith) hx
      rw [Real.cos_pi_div_three] at h1
      rw [Real.cos_zero] at h2
      rcases h with h | h | h | h | h <;> linarith
  · rintro (rfl | rfl | rfl | rfl | rfl)
    · right; right; right; right
      rw [show 2 * π / ((1 : ℕ) : ℝ) = 2 * π by push_cast; ring, Real.cos_two_pi]
    · left
      rw [show 2 * π / ((2 : ℕ) : ℝ) = π by push_cast; ring, Real.cos_pi]
    · right; left
      rw [show 2 * π / ((3 : ℕ) : ℝ) = π - π / 3 by push_cast; ring, Real.cos_pi_sub,
        Real.cos_pi_div_three]
      norm_num
    · right; right; left
      rw [show 2 * π / ((4 : ℕ) : ℝ) = π / 2 by push_cast; ring, Real.cos_pi_div_two]
    · right; right; right; left
      rw [show 2 * π / ((6 : ℕ) : ℝ) = π / 3 by push_cast; ring, Real.cos_pi_div_three]

/-- No three-dimensional lattice is mapped into itself by a rotation by `2π/5`. -/
theorem no_fivefold_axis (P : Matrix (Fin 3) (Fin 3) ℝ) (hP : P.det ≠ 0) :
    ¬ MapsLattice P (rotZ (2 * π / 5)) := by
  intro h
  have h5 := (nfold_axis_iff 5 (by norm_num)).1 ⟨P, hP, by exact_mod_cast h⟩
  omega

end

end CrystallographicRestriction
```

```lean
#print axioms CrystallographicRestriction.crystallographic_restriction
#print axioms CrystallographicRestriction.rotZ_pow_twelve
#print axioms CrystallographicRestriction.no_fivefold_axis
```

```
'CrystallographicRestriction.crystallographic_restriction' depends on axioms: [propext, Classical.choice, Quot.sound]
'CrystallographicRestriction.rotZ_pow_twelve' depends on axioms: [propext, Classical.choice, Quot.sound]
'CrystallographicRestriction.no_fivefold_axis' depends on axioms: [propext, Classical.choice, Quot.sound]
```

### What the theorems say about crystals

`rotZ t` is the matrix R, with t in radians. `latticePoint P n` is the point P n: the integers in `n` are converted to reals and multiplied by `P`. `MapsLattice P R` says that for every integer vector `n` there is an integer vector `m` with R (P n) = P m. The hypothesis `P.det ≠ 0` says that the primitive vectors span a cell of nonzero volume. Without it the restriction would fail, because P = 0 puts all "lattice points" at the origin, and every rotation maps the origin to itself.

`mapsLattice_iff_integer_matrix` holds for any real 3 × 3 matrix `R`, not only for rotations. It says that the geometric condition and the integrality of P⁻¹ R P are the same thing. `crystallographic_restriction` then says that a lattice respected by `rotZ t` exists if and only if cos t is one of the five values. `rotZ_pow_twelve` gives R¹² = 1 for every such rotation, `nfold_axis_iff` lists the possible n for the angle 2π/n with n ≥ 1, and `no_fivefold_axis` excludes 2π/5 for every choice of `P`.

The definition asks only that the lattice be mapped into itself. For these rotations that amounts to mapping it onto itself, since R¹² = 1 makes R¹¹ the inverse of R, and R¹¹ respects the lattice too.

The model contains an infinite, exactly periodic set of points and a proper rotation about an axis through the origin, which is a lattice point. A rotation about a parallel axis elsewhere sends x to R x + v with a fixed vector v. If it respects the lattice, then v is a lattice point, being the image of the origin, so R respects the lattice too and the restriction still holds. The model contains no atoms in the cell, no reflections or inversions, and no screw operations. It also says nothing about quasicrystals, some of which show fivefold order without having a periodic lattice.

### How the Lean proof follows the derivation

In `mapsLattice_iff_integer_matrix`, the hypothesis is applied to the integer unit vectors `Pi.single j 1`, whose lattice points are the primitive vectors. `choose` collects the integer coordinates of their images, and `Matrix.of fun i j => m j i` sets them as the columns of M. The equation `key` is R P = P M, in both directions of the proof.

`two_cos_integer` is the trace argument. `Matrix.trace_mul_comm` supplies the cyclic property, and the integer found is `M.trace - 1`.

In `crystallographic_restriction`, the bounds on the cosine become bounds on k, and `omega` lists the five integers. The converse splits on whether sin t = 0 and supplies the two lattices above, with the new coordinates written out as `![e * n 0, e * n 1, n 2]` and `![-n 1, n 0 + k * n 1, n 2]`. In the second case, the `linear_combination` steps check the x and y components from 2 cos t = k and sin² t + cos² t = 1.

`rotZ_pow` is an induction on n with the addition formulas. `rotZ_pow_twelve` writes 12t as 3 · (2 · (2t)) and evaluates the five cases. `nfold_axis_iff` uses `Real.cos_lt_cos_of_nonneg_of_le_pi`, the strict decrease of the cosine, for n = 5 and n ≥ 7, and exact cosines for the rest. `no_fivefold_axis` is the case n = 5.

### Integer matrices in a symmetry search

A program that looks for the symmetry of a crystal can first test whether a candidate rotation respects the lattice, by computing P⁻¹ R P and checking that the entries are integers within a tolerance. A rotation that passes must still be checked against the atoms in the cell, if necessary together with a translation. If the code stores the lattice vectors as rows, P is the transpose of that array. For a proper rotation the trace then identifies the order: 3, −1, 0, 1 and 2 belong to orders 1, 2, 3, 4 and 6. In an electronic-structure calculation on an exactly periodic crystal, these are the only orders that a proper rotation used to reduce the set of k points can have.

The trace must not be used in place of the integrality test. An allowed value of cos t guarantees that some lattice is respected, not the one at hand. The rotation by π/3 has trace 2, yet it sends the point (1, 0, 0) of the simple cubic lattice to (1/2, √3/2, 0), which is not a lattice point. This is why `P` stands under an existential quantifier in `crystallographic_restriction`; with a fixed `P`, only the direction from the lattice to the cosine would remain true in general.
